# With a symmetric Hamiltonian, a start vector that overlaps more than k energies has no eigenvector in its k-step Krylov space

Let `H` be a symmetric linear operator on a complex inner product space of any dimension, and let `x` be a start vector, not necessarily normalised, that has nonzero overlap with eigenvectors of more than `k` distinct real energies. The theorem `no_early_eigenvector` says that no nonzero vector in the span of x, Hx, …, Hᵏ⁻¹x is then an eigenvector of `H` with real energy. The proof writes such a vector as q(H)x, with q a polynomial of degree less than `k`, and supposes that it is an eigenvector of energy `E`. It is then orthogonal to the eigenvectors of every other energy, which forces q to vanish at no fewer than `k` points. So q is zero, and the vector with it, which is a contradiction.

This version doesn't compile in Lean 4 with Mathlib:

```lean
import Mathlib

open scoped InnerProductSpace
open Polynomial

namespace NoEarlyEigenvector

variable {V : Type*} [NormedAddCommGroup V] [InnerProductSpace ℂ V]
variable {H : V →ₗ[ℂ] V}

/-- The Krylov space spanned by `x, H x, ..., H^(m-1) x`. -/
def krylov (H : V →ₗ[ℂ] V) (x : V) (m : ℕ) : Submodule ℂ V :=
  Submodule.span ℂ (Set.range fun k : Fin m => (H ^ (k : ℕ)) x)

/-- The vector `x` has a nonzero component in the eigenspace of energy `E`:
some vector of that eigenspace is not orthogonal to `x`. -/
def Overlaps (H : V →ₗ[ℂ] V) (E : ℝ) (x : V) : Prop :=
  ∃ g, H g = (E : ℂ) • g ∧ ⟪g, x⟫_ℂ ≠ 0

/-- The vectors of the Krylov space are exactly the vectors `q(H) x` with `q` a polynomial
of degree less than `m`. -/
theorem mem_krylov_iff {x v : V} {m : ℕ} :
    v ∈ krylov H x m ↔ ∃ q : ℂ[X], q.degree < (m : WithBot ℕ) ∧ (aeval H q) x = v := by
  constructor
  · intro hv
    rw [krylov, Submodule.mem_span_range_iff_exists_fun] at hv
    obtain ⟨c, rfl⟩ := hv
    refine ⟨∑ k : Fin m, monomial (k : ℕ) (c k), ?_, ?_⟩
    · rw [← mem_degreeLT]
      refine Submodule.sum_mem _ fun k _ => mem_degreeLT.2 ?_
      exact (degree_monomial_le _ _).trans_lt (by exact_mod_cast k.isLt)
    · simp [map_sum, aeval_monomial, LinearMap.sum_apply, Module.End.mul_apply,
        Module.algebraMap_end_apply]
  · rintro ⟨q, hq, rfl⟩
    rw [aeval_eq_sum_range, LinearMap.sum_apply]
    refine Submodule.sum_mem _ fun k _ => ?_
    rw [LinearMap.smul_apply]
    by_cases hk : q.coeff k = 0
    · rw [hk, zero_smul]
      exact Submodule.zero_mem _
    · have hkm : k < m := by exact_mod_cast (le_degree_of_ne_zero hk).trans_lt hq
      exact Submodule.smul_mem _ _ (Submodule.subset_span ⟨⟨k, hkm⟩, rfl⟩)

/-- For symmetric `H`, a polynomial filter `q(H)` multiplies the overlap with an eigenvector
of energy `E` by the number `q(E)`. -/
theorem inner_filter (hH : H.IsSymmetric) {g : V} {E : ℝ} (hg : H g = (E : ℂ) • g)
    (q : ℂ[X]) (x : V) :
    ⟪g, (aeval H q) x⟫_ℂ = q.eval (E : ℂ) * ⟪g, x⟫_ℂ := by
  have step : ∀ y, ⟪g, H y⟫_ℂ = (E : ℂ) * ⟪g, y⟫_ℂ := fun y => by
    rw [← hH g y, hg, inner_smul_left, Complex.conj_ofReal]
  have hpow : ∀ k : ℕ, ⟪g, (H ^ k) x⟫_ℂ = (E : ℂ) ^ k * ⟪g, x⟫_ℂ := by
    intro k
    induction k with
    | zero => simp
    | succ k ih =>
      rw [pow_succ', Module.End.mul_apply, step, ih]
      ring
  rw [aeval_eq_sum_range, eval_eq_sum_range, LinearMap.sum_apply, inner_sum, Finset.sum_mul]
  refine Finset.sum_congr rfl fun k _ => ?_
  rw [LinearMap.smul_apply, inner_smul_right, hpow]
  ring

/-- Sharpness: for symmetric `H`, if `x` overlaps the eigenspaces of more than `k` distinct
energies, the `k`-step Krylov space contains no eigenvector of real energy. -/
theorem no_early_eigenvector (hH : H.IsSymmetric) {k : ℕ} {x : V} (S : Finset ℝ)
    (hS : k < S.card) (hx : ∀ μ ∈ S, Overlaps H μ x) {v : V} (hv : v ∈ krylov H x k)
    (hv0 : v ≠ 0) (E : ℝ) : H v ≠ (E : ℂ) • v := by
  intro hHv
  obtain ⟨q, hdeg, hq⟩ := mem_krylov_iff.1 hv
  have hcard : k ≤ (S.erase E).card := by
    have h := Finset.pred_card_le_card_erase (s := S) (a := E)
    omega
  -- `q` would have at least `k` roots although its degree is less than `k`
  have hroot : ∀ μ ∈ S.erase E, q.eval (μ : ℂ) = 0 := by
    intro μ hμ
    obtain ⟨g, hg, hgx⟩ := hx μ (Finset.mem_of_mem_erase hμ)
    have h1 := hH g v
    rw [hg, hHv, inner_smul_left, inner_smul_right, Complex.conj_ofReal] at h1
    have hne : (μ : ℂ) ≠ (E : ℂ) := by exact_mod_cast Finset.ne_of_mem_erase hμ
    have h2 : ⟪g, v⟫_ℂ = 0 := by
      by_contra h
      exact hne (mul_right_cancel₀ h h1)
    have h3 := inner_filter hH hg q x
    rw [hq, h2] at h3
    exact (mul_eq_zero.1 h3.symm).resolve_right hgx
  have hq0 : q = 0 :=
    eq_zero_of_degree_lt_of_eval_index_eq_zero (s := S.erase E) (fun μ : ℝ => (μ : ℂ))
      (Complex.ofReal_injective.injOn) (hdeg.trans_le (by exact_mod_cast hcard)) hroot
  apply hv0
  rw [← hq, hq0, map_zero, LinearMap.zero_apply]

end NoEarlyEigenvector
```

Compiling this gives:

```
Main.lean:87:78: error: Type mismatch
  ↑μ
has type
  ℂ
of sort `Type` but is expected to have type
  μ ∈ ↑(S.erase E) → ∀ ⦃x₂ : ℝ⦄, x₂ ∈ ↑(S.erase E) → ?m.237 μ = ?m.237 x₂ → μ = x₂
of sort `Prop`
Main.lean:88:58: error: mod_cast has type
  k ≤ (S.erase E).card
but is expected to have type
  ↑k ≤ ?m.249
```

This version goes through:

```diff
@@ -84,7 +84,10 @@
     rw [hq, h2] at h3
     exact (mul_eq_zero.1 h3.symm).resolve_right hgx
+  have hinj : Set.InjOn (fun μ : ℝ => (μ : ℂ)) (S.erase E : Set ℝ) :=
+    Complex.ofReal_injective.injOn
+  have hdeg' : q.degree < ((S.erase E).card : WithBot ℕ) :=
+    hdeg.trans_le (by exact_mod_cast hcard)
   have hq0 : q = 0 :=
-    eq_zero_of_degree_lt_of_eval_index_eq_zero (s := S.erase E) (fun μ : ℝ => (μ : ℂ))
-      (Complex.ofReal_injective.injOn) (hdeg.trans_le (by exact_mod_cast hcard)) hroot
+    eq_zero_of_degree_lt_of_eval_index_eq_zero (S.erase E) hinj hdeg' hroot
   apply hv0
   rw [← hq, hq0, map_zero, LinearMap.zero_apply]
```

Diagnosis. Both errors come from one surplus argument to `eq_zero_of_degree_lt_of_eval_index_eq_zero`. The lemma doesn't take the map from indices to evaluation points as an explicit argument; it infers it. With `s` given by name, the next thing it expects is a proof that this map is injective on `s`. The attempt put the map `fun μ : ℝ => (μ : ℂ)` there, so Lean read the `fun` as the start of an injectivity proof and found the complex number `↑μ` where the rest of that proof should be. This is the first message.

The later arguments were each one place too late. The degree bound therefore wasn't matched against the lemma's degree hypothesis, and the right-hand side of its inequality stayed unknown, the `?m.249` of the second message. `exact_mod_cast` could not fit `hcard` to that.

The repair drops the surplus map, which puts every argument in its place. The type of `hinj` now tells Lean which map is meant, and that of `hdeg'` states the bound in full, so the cast has a known target. Passing `S.erase E` by position instead of by name is mere tidying.
